# Plasmon emission by a free electron: the momentum window and the shortest path length

To evaluate the plasmon part of a quasiparticle lifetime in an electron gas, one integrates over the momentum \(\mathbf q\) given to the plasmon, and the integral needs limits. For a free electron of momentum \(\mathbf k\) that is able to emit an undamped plasmon of fixed energy \(w>0\), the magnitude \(q=|\mathbf q|\) runs from \(k-s\) to \(k+s\), with \(k=|\mathbf k|\), \(s=\sqrt{k^2-2w}\) and \(m=\hbar=1\). If the rate is modelled as \(\frac1k\int dq/q\) between these limits and Pauli blocking is left out, the path length between emissions has a single minimum in \(k\).

## Which transfers are allowed

```lean
import Mathlib

open Filter Topology

namespace PlasmonEmissionPath

noncomputable section
```

Mathlib is loaded, and the two opened namespaces supply the notation for limits.

```lean
/-- Momentum transfers `q` by which an electron of momentum `k` can emit a plasmon of energy `w`:
energy is conserved and the final momentum is not inside the Fermi sphere of radius `kF`. -/
def allowedTransfers {d : ℕ} (w kF : ℝ) (k : EuclideanSpace ℝ (Fin d)) :
    Set (EuclideanSpace ℝ (Fin d)) :=
  {q | ‖k - q‖ ^ 2 / 2 = ‖k‖ ^ 2 / 2 - w ∧ kF ≤ ‖k - q‖}
```

`EuclideanSpace ℝ (Fin d)` is \(\mathbb R^d\), so `d = 3` is ordinary space. The set contains every \(\mathbf q\) with \(|\mathbf k-\mathbf q|^2/2=k^2/2-w\) and \(|\mathbf k-\mathbf q|\ge k_F\). The second condition is Pauli blocking: the final state must not lie inside the filled Fermi sphere.

```lean
/-- Magnitude of the electron momentum after the loss of energy `w`, for `2w ≤ k²`. -/
def finalMomentum (w k : ℝ) : ℝ := √(k ^ 2 - 2 * w)
```

This is \(s\). Here `k` is a number, the magnitude of the momentum. Lean's square root of a negative number is 0, so the theorems carry hypotheses that keep \(k^2\ge 2w\).

```lean
/-- Plasmon emission rate up to a constant factor: the integral of `dq/q` over the transfers
between `k - s` and `k + s`, divided by the velocity `k`. Domain: `k > 0` and `0 < 2w < k²`. -/
def emissionRate (w k : ℝ) : ℝ :=
  (∫ q in (k - finalMomentum w k)..(k + finalMomentum w k), q⁻¹) / k
```

The rate is postulated. It represents an electron–plasmon coupling whose square is proportional to \(1/q^2\), in three dimensions: the volume element contributes \(q^2\,dq\), and energy conservation fixes the angle and contributes \(1/(kq)\). The omitted prefactor may depend on \(w\), but not on \(k\).

```lean
/-- Path length between emissions, velocity over rate, up to a constant factor.
Domain: `k > 0` and `0 < 2w < k²`. -/
def pathLength (w k : ℝ) : ℝ := k / emissionRate w k
```

Path length is velocity \(k\) divided by rate.

```lean
/-- If `kF ≥ 0` and `kF² + 2w ≤ k²`, the allowed transfers are those that leave the electron
on the sphere of radius `√(k² - 2w)`. -/
theorem mem_allowedTransfers_iff {d : ℕ} {w kF : ℝ} {k q : EuclideanSpace ℝ (Fin d)}
    (hF : 0 ≤ kF) (h : kF ^ 2 + 2 * w ≤ ‖k‖ ^ 2) :
    q ∈ allowedTransfers w kF k ↔ ‖k - q‖ = finalMomentum w ‖k‖ := by
  unfold finalMomentum
  constructor
  · rintro ⟨h1, _⟩
    have h2 : ‖k‖ ^ 2 - 2 * w = ‖k - q‖ ^ 2 := by linarith
    rw [h2, Real.sqrt_sq (norm_nonneg _)]
  · intro h1
    have h2 : √(‖k‖ ^ 2 - 2 * w) ^ 2 = ‖k‖ ^ 2 - 2 * w :=
      Real.sq_sqrt (by nlinarith [sq_nonneg kF])
    refine ⟨by rw [h1, h2]; ring, ?_⟩
    rw [h1]
    calc kF = √(kF ^ 2) := (Real.sqrt_sq hF).symm
      _ ≤ _ := Real.sqrt_le_sqrt (by linarith)
```

Energy conservation says \(|\mathbf k-\mathbf q|^2=k^2-2w\), hence \(|\mathbf k-\mathbf q|=s\). Conversely, if \(|\mathbf k-\mathbf q|=s\), energy is conserved, and \(s^2\ge k_F^2\) gives \(s\ge k_F\). The two bullets of the proof are these two directions.

```lean
/-- For `w > 0` and `kF ≥ 0`, an electron can emit a plasmon exactly when `k² ≥ kF² + 2w`. -/
theorem emission_possible_iff {d : ℕ} {w kF : ℝ} (hw : 0 < w) (hF : 0 ≤ kF)
    (k : EuclideanSpace ℝ (Fin d)) :
    (allowedTransfers w kF k).Nonempty ↔ kF ^ 2 + 2 * w ≤ ‖k‖ ^ 2 := by
  constructor
  · rintro ⟨q, h1, h2⟩
    have h3 := pow_le_pow_left₀ hF h2 2
    linarith
  · intro h
    have hk : ‖k‖ ≠ 0 := by
      intro h0
      rw [h0] at h
      nlinarith [sq_nonneg kF]
    have hs : 0 ≤ finalMomentum w ‖k‖ := Real.sqrt_nonneg _
    -- a transfer along `k` suffices
    refine ⟨(1 - finalMomentum w ‖k‖ / ‖k‖) • k, (mem_allowedTransfers_iff hF h).mpr ?_⟩
    have e : k - (1 - finalMomentum w ‖k‖ / ‖k‖) • k = (finalMomentum w ‖k‖ / ‖k‖) • k := by
      module
    rw [e, norm_smul, Real.norm_eq_abs, abs_of_nonneg (div_nonneg hs (norm_nonneg k)),
      div_mul_cancel₀ _ hk]
```

If an allowed \(\mathbf q\) exists, then \(k_F^2\le|\mathbf k-\mathbf q|^2=k^2-2w\). For the converse, take \(\mathbf q=(1-s/k)\mathbf k\), which leaves the electron with momentum \((s/k)\mathbf k\) of magnitude \(s\). The hypothesis \(w>0\) ensures \(k\ne0\).

```lean
/-- In two or more dimensions, for `w > 0`, `kF ≥ 0` and `k² ≥ kF² + 2w`, the magnitudes of the
allowed transfers fill exactly the interval `[k - s, k + s]` with `s = √(k² - 2w)`. -/
theorem norm_image_allowedTransfers {d : ℕ} (hd : 2 ≤ d) {w kF : ℝ} (hw : 0 < w) (hF : 0 ≤ kF)
    (k : EuclideanSpace ℝ (Fin d)) (h : kF ^ 2 + 2 * w ≤ ‖k‖ ^ 2) :
    norm '' allowedTransfers w kF k =
      Set.Icc (‖k‖ - finalMomentum w ‖k‖) (‖k‖ + finalMomentum w ‖k‖) := by
  apply Set.Subset.antisymm
  · rintro _ ⟨q, hq, rfl⟩
    rw [mem_allowedTransfers_iff hF h] at hq
    have h1 := norm_sub_norm_le k q
    have h2 := norm_sub_norm_le q k
    rw [norm_sub_rev q k] at h2
    exact ⟨by linarith, by linarith⟩
  · have hk : 0 < ‖k‖ := by
      refine lt_of_le_of_ne (norm_nonneg k) fun h0 => ?_
      rw [← h0] at h
      nlinarith [sq_nonneg kF]
    have hs : 0 ≤ finalMomentum w ‖k‖ := Real.sqrt_nonneg _
    have hsk : finalMomentum w ‖k‖ ≤ ‖k‖ := by
      calc finalMomentum w ‖k‖ ≤ √(‖k‖ ^ 2) := Real.sqrt_le_sqrt (by linarith)
        _ = ‖k‖ := Real.sqrt_sq hk.le
    have hrank : 1 < Module.rank ℝ (EuclideanSpace ℝ (Fin d)) := by
      rw [← Module.finrank_eq_rank, finrank_euclideanSpace_fin]
      exact_mod_cast (by omega : 1 < d)
    generalize hS : finalMomentum w ‖k‖ = s at hs hsk ⊢
    have hc : 0 ≤ s / ‖k‖ := div_nonneg hs hk.le
    have hc1 : s / ‖k‖ ≤ 1 := (div_le_one hk).mpr hsk
    have hcs : s / ‖k‖ * ‖k‖ = s := div_mul_cancel₀ _ hk.ne'
    -- the two collinear transfers give the end points
    have ha : (1 - s / ‖k‖) • k ∈ Metric.sphere k s := by
      have e : (1 - s / ‖k‖) • k - k = (-(s / ‖k‖)) • k := by module
      rw [mem_sphere_iff_norm, e, norm_smul, Real.norm_eq_abs, abs_neg, abs_of_nonneg hc, hcs]
    have hb : (1 + s / ‖k‖) • k ∈ Metric.sphere k s := by
      have e : (1 + s / ‖k‖) • k - k = (s / ‖k‖) • k := by module
      rw [mem_sphere_iff_norm, e, norm_smul, Real.norm_eq_abs, abs_of_nonneg hc, hcs]
    have na : ‖(1 - s / ‖k‖) • k‖ = ‖k‖ - s := by
      rw [norm_smul, Real.norm_eq_abs, abs_of_nonneg (by linarith), sub_mul, hcs, one_mul]
    have nb : ‖(1 + s / ‖k‖) • k‖ = ‖k‖ + s := by
      rw [norm_smul, Real.norm_eq_abs, abs_of_nonneg (by linarith), add_mul, hcs, one_mul]
    -- the sphere is connected, so every magnitude in between occurs
    have hi := (isPreconnected_sphere hrank k s).intermediate_value ha hb
      continuous_norm.continuousOn
    rw [na, nb] at hi
    intro r hr
    obtain ⟨q, hq, hqr⟩ := hi hr
    refine ⟨q, (mem_allowedTransfers_iff hF h).mpr ?_, hqr⟩
    rw [hS, norm_sub_rev]
    exact mem_sphere_iff_norm.mp hq
```

`norm '' allowedTransfers w kF k` is the set of magnitudes \(|\mathbf q|\), and `Set.Icc` is a closed interval. The triangle inequality gives \(k-s\le|\mathbf q|\le k+s\).

To see that every value occurs, note that the allowed \(\mathbf q\) form the sphere of radius \(s\) about \(\mathbf k\). It contains \((1\mp s/k)\mathbf k\), with magnitudes \(k\mp s\). For \(d\ge2\) the sphere is connected, so the continuous function \(|\mathbf q|\) takes all values in between. In one dimension only the end points occur.

## The path length in hyperbolic form

```lean
/-- For `w > 0` and `k > √(2w)` the path length is `k² / ln((k + s)/(k - s))`. -/
theorem pathLength_eq {w k : ℝ} (hw : 0 < w) (hk : √(2 * w) < k) :
    pathLength w k =
      k ^ 2 / Real.log ((k + finalMomentum w k) / (k - finalMomentum w k)) := by
  have hk0 : 0 < k := lt_of_le_of_lt (Real.sqrt_nonneg _) hk
  have hs : 0 ≤ finalMomentum w k := Real.sqrt_nonneg _
  have hsk : finalMomentum w k < k := (Real.sqrt_lt' hk0).mpr (by linarith)
  unfold pathLength emissionRate
  rw [integral_inv_of_pos (by linarith) (by linarith), div_div_eq_mul_div, sq]
```

Since \(w>0\), we have \(0<k-s\), and the integral is elementary:
\[
\int_{k-s}^{k+s}\frac{dq}{q}=\ln\frac{k+s}{k-s},\qquad
\text{path length}=\frac{k^2}{\ln\frac{k+s}{k-s}} .
\]

```lean
/-- For `w, t > 0` the momentum `k = √(2w) cosh t` lies above `√(2w)`, the final momentum is
`√(2w) sinh t`, and the path length is `w cosh² t / t`. -/
theorem pathLength_cosh {w t : ℝ} (hw : 0 < w) (ht : 0 < t) :
    √(2 * w) < √(2 * w) * Real.cosh t ∧
    finalMomentum w (√(2 * w) * Real.cosh t) = √(2 * w) * Real.sinh t ∧
    pathLength w (√(2 * w) * Real.cosh t) = w * Real.cosh t ^ 2 / t := by
  have hc : 0 < √(2 * w) := Real.sqrt_pos.mpr (by linarith)
  have hc2 : √(2 * w) ^ 2 = 2 * w := Real.sq_sqrt (by linarith)
  have hk : √(2 * w) < √(2 * w) * Real.cosh t := by
    nlinarith [mul_pos hc (sub_pos.mpr (Real.one_lt_cosh.mpr ht.ne'))]
  have hs : finalMomentum w (√(2 * w) * Real.cosh t) = √(2 * w) * Real.sinh t := by
    have e : (√(2 * w) * Real.cosh t) ^ 2 - 2 * w = (√(2 * w) * Real.sinh t) ^ 2 := by
      rw [mul_pow, mul_pow, hc2, Real.cosh_sq]
      ring
    unfold finalMomentum
    rw [e, Real.sqrt_sq (mul_pos hc (Real.sinh_pos_iff.mpr ht)).le]
  refine ⟨hk, hs, ?_⟩
  -- the logarithm is `2t`
  rw [pathLength_eq hw hk, hs, ← mul_add, ← mul_sub, mul_div_mul_left _ _ hc.ne',
    Real.cosh_add_sinh, Real.cosh_sub_sinh, ← Real.exp_sub, Real.log_exp, mul_pow, hc2,
    show t - -t = 2 * t by ring, mul_assoc, mul_div_mul_left _ _ (two_ne_zero)]
```

Put \(k=\sqrt{2w}\cosh t\). Then \(s=\sqrt{2w}\sinh t\), and
\[
\frac{k+s}{k-s}=\frac{e^t}{e^{-t}}=e^{2t},\qquad
\text{path length}=\frac{2w\cosh^2t}{2t}=\frac{w\cosh^2t}{t}.
\]

```lean
/-- For `w > 0`, every momentum `k > √(2w)` has the form `√(2w) cosh t` with `t > 0`. -/
theorem exists_cosh {w k : ℝ} (hw : 0 < w) (hk : √(2 * w) < k) :
    ∃ t, 0 < t ∧ k = √(2 * w) * Real.cosh t := by
  have hc : 0 < √(2 * w) := Real.sqrt_pos.mpr (by linarith)
  have hc2 : √(2 * w) ^ 2 = 2 * w := Real.sq_sqrt (by linarith)
  have hpos : 0 < k ^ 2 - 2 * w := by nlinarith
  refine ⟨Real.arsinh (√(k ^ 2 - 2 * w) / √(2 * w)),
    Real.arsinh_pos_iff.mpr (div_pos (Real.sqrt_pos.mpr hpos) hc), ?_⟩
  refine (pow_left_inj₀ (hc.trans hk).le (mul_pos hc (Real.cosh_pos _)).le two_ne_zero).mp ?_
  rw [mul_pow, Real.cosh_sq, Real.sinh_arsinh, div_pow, hc2, Real.sq_sqrt hpos.le, mul_add,
    mul_div_cancel₀ _ (by linarith : (2 * w) ≠ 0)]
  ring
```

Every \(k>\sqrt{2w}\) is covered: choose \(t=\operatorname{arsinh}(s/\sqrt{2w})\), so that \(\cosh^2t=1+s^2/(2w)=k^2/(2w)\).

## Divergence at both ends and one minimum

```lean
/-- For `w > 0` and `k > √(2w)` the path length is at least `√(2w) k² / (2s)`. -/
theorem le_pathLength {w k : ℝ} (hw : 0 < w) (hk : √(2 * w) < k) :
    √(2 * w) * k ^ 2 / (2 * finalMomentum w k) ≤ pathLength w k := by
  obtain ⟨t, ht, rfl⟩ := exists_cosh hw hk
  obtain ⟨_, hs, hp⟩ := pathLength_cosh hw ht
  have hc : 0 < √(2 * w) := Real.sqrt_pos.mpr (by linarith)
  have hc2 : √(2 * w) ^ 2 = 2 * w := Real.sq_sqrt (by linarith)
  have hS : 0 < Real.sinh t := Real.sinh_pos_iff.mpr ht
  have e : √(2 * w) * (√(2 * w) * Real.cosh t) ^ 2 / (2 * (√(2 * w) * Real.sinh t)) =
      w * Real.cosh t ^ 2 / Real.sinh t := by
    rw [div_eq_div_iff (by positivity) hS.ne', mul_pow, hc2]
    ring
  rw [hs, hp, e]
  exact div_le_div_of_nonneg_left (by positivity) ht (Real.self_le_sinh_iff.mpr ht.le)
```

Because \(t\le\sinh t\),
\[
\frac{w\cosh^2t}{t}\ge\frac{w\cosh^2t}{\sinh t}=\frac{\sqrt{2w}\,k^2}{2s}.
\]

```lean
/-- For `w > 0` the path length diverges as `k` decreases to `√(2w)` and as `k` tends to
infinity. -/
theorem pathLength_diverges {w : ℝ} (hw : 0 < w) :
    Tendsto (pathLength w) (𝓝[>] √(2 * w)) atTop ∧ Tendsto (pathLength w) atTop atTop := by
  have hc : 0 < √(2 * w) := Real.sqrt_pos.mpr (by linarith)
  have hc2 : √(2 * w) ^ 2 = 2 * w := Real.sq_sqrt (by linarith)
  have hs : ∀ k, √(2 * w) < k → 0 < finalMomentum w k := fun k hk =>
    Real.sqrt_pos.mpr (by nlinarith)
  constructor
  · have hcont : Continuous (finalMomentum w) := by
      unfold finalMomentum
      fun_prop
    have h0 : finalMomentum w √(2 * w) = 0 := by
      unfold finalMomentum
      rw [hc2, sub_self, Real.sqrt_zero]
    have hlim : Tendsto (finalMomentum w) (𝓝[>] √(2 * w)) (𝓝[>] 0) :=
      tendsto_nhdsWithin_iff.mpr ⟨(hcont.tendsto' _ _ h0).mono_left nhdsWithin_le_nhds,
        eventually_nhdsWithin_of_forall fun k hk => hs k hk⟩
    refine tendsto_atTop_mono' _ ?_
      ((tendsto_inv_nhdsGT_zero.comp hlim).const_mul_atTop (mul_pos hc hw))
    refine eventually_nhdsWithin_of_forall fun k hk => le_trans ?_ (le_pathLength hw hk)
    have hk' : √(2 * w) < k := hk
    have hsk := hs k hk'
    have h2 : 2 * w ≤ k ^ 2 := by nlinarith
    change √(2 * w) * w * (finalMomentum w k)⁻¹ ≤ _
    rw [← div_eq_mul_inv, div_le_div_iff₀ hsk (by positivity)]
    nlinarith [mul_nonneg (mul_pos hc hsk).le (sub_nonneg.mpr h2)]
  · refine tendsto_atTop_mono' _ ?_ (tendsto_id.const_mul_atTop (half_pos hc))
    filter_upwards [eventually_gt_atTop √(2 * w)] with k hk
    refine le_trans ?_ (le_pathLength hw hk)
    have hk0 : 0 < k := hc.trans hk
    have hsk := hs k hk
    have hle : finalMomentum w k ≤ k := ((Real.sqrt_lt' hk0).mpr (by linarith)).le
    change √(2 * w) / 2 * k ≤ _
    rw [le_div_iff₀ (by positivity)]
    nlinarith [mul_nonneg (mul_pos hc hk0).le (sub_nonneg.mpr hle)]
```

`𝓝[>] √(2 * w)` means approach from above, and `atTop` means growth without bound. Near \(\sqrt{2w}\), \(k^2\ge2w\) turns the bound into \(\sqrt{2w}\,w/s\), which diverges as \(s\to0\). For large \(k\), \(s\le k\) turns it into \(\sqrt{2w}\,k/2\). This is enough for divergence, but the path length itself grows faster, as \(k^2/\ln(2k^2/w)\).

```lean
/-- The graph of `cosh` lies strictly above its tangent at `a`, except at `a` itself. -/
theorem cosh_tangent_lt {a x : ℝ} (h : x ≠ a) :
    Real.cosh a + Real.sinh a * (x - a) < Real.cosh x := by
  have h1 := Real.add_one_lt_exp (sub_ne_zero.mpr h)
  have h2 := Real.add_one_lt_exp (sub_ne_zero.mpr h.symm)
  have e1 : Real.exp x = Real.exp a * Real.exp (x - a) := by
    rw [← Real.exp_add]
    congr 1
    ring
  have e2 : Real.exp (-x) = Real.exp (-a) * Real.exp (a - x) := by
    rw [← Real.exp_add]
    congr 1
    ring
  rw [Real.cosh_eq, Real.cosh_eq, Real.sinh_eq, e1, e2]
  nlinarith [mul_pos (Real.exp_pos a) (sub_pos.mpr h1),
    mul_pos (Real.exp_pos (-a)) (sub_pos.mpr h2)]
```

Use \(e^u>1+u\) for \(u=x-a\) and for \(u=a-x\), multiply by \(e^a/2\) and \(e^{-a}/2\), and add. The result is \(\cosh x>\cosh a+(x-a)\sinh a\) for \(x\ne a\).

```lean
/-- There is a number `t₀ > 0` with `2 t₀ sinh t₀ = cosh t₀` such that, for every plasmon energy
`w > 0`, the path length over all `k > √(2w)` has its unique minimum at `k = √(2w) cosh t₀`. -/
theorem pathLength_unique_minimum :
    ∃ t₀ : ℝ, 0 < t₀ ∧ 2 * t₀ * Real.sinh t₀ = Real.cosh t₀ ∧
      ∀ w : ℝ, 0 < w → √(2 * w) < √(2 * w) * Real.cosh t₀ ∧
        ∀ k, √(2 * w) < k → k ≠ √(2 * w) * Real.cosh t₀ →
          pathLength w (√(2 * w) * Real.cosh t₀) < pathLength w k := by
  -- the stationarity condition has a solution between 0 and 1
  have hcont : Continuous fun t : ℝ => 2 * t * Real.sinh t - Real.cosh t :=
    ((continuous_const.mul continuous_id).mul Real.continuous_sinh).sub Real.continuous_cosh
  have hone : 0 ≤ 2 * (1 : ℝ) * Real.sinh 1 - Real.cosh 1 := by
    have h1 := Real.add_one_le_exp (1 : ℝ)
    have h2 : Real.exp 1 * Real.exp (-1) = 1 := by
      rw [← Real.exp_add, add_neg_cancel, Real.exp_zero]
    rw [Real.sinh_eq, Real.cosh_eq]
    nlinarith [Real.exp_pos (-1)]
  obtain ⟨t₀, ⟨h0, _⟩, hz⟩ := intermediate_value_Icc (zero_le_one' ℝ) hcont.continuousOn
    (show (0 : ℝ) ∈ Set.Icc _ _ from ⟨by simp, hone⟩)
  have hst : 2 * t₀ * Real.sinh t₀ = Real.cosh t₀ := sub_eq_zero.mp hz
  have ht₀ : 0 < t₀ := by
    refine lt_of_le_of_ne h0 fun h => ?_
    rw [← h] at hst
    simp at hst
  refine ⟨t₀, ht₀, hst, fun w hw => ⟨(pathLength_cosh hw ht₀).1, fun k hk hne => ?_⟩⟩
  obtain ⟨t, ht, rfl⟩ := exists_cosh hw hk
  have htt : t ≠ t₀ := fun h => hne (by rw [h])
  rw [(pathLength_cosh hw ht₀).2.2, (pathLength_cosh hw ht).2.2, div_lt_div_iff₀ ht₀ ht]
  -- the tangent to `cosh²` at `t₀` passes through the origin
  have key := cosh_tangent_lt (a := 2 * t₀) (x := 2 * t) (fun h => htt (by linarith))
  rw [Real.cosh_two_mul, Real.cosh_two_mul, Real.sinh_two_mul] at key
  have q1 := Real.cosh_sq t
  have q2 := Real.cosh_sq t₀
  have key2 : 0 < Real.cosh t ^ 2 -
      (Real.cosh t₀ ^ 2 + 2 * Real.sinh t₀ * Real.cosh t₀ * (t - t₀)) := by linarith
  have e : t₀ * (2 * Real.sinh t₀ * Real.cosh t₀ * (t - t₀)) = Real.cosh t₀ ^ 2 * (t - t₀) := by
    linear_combination Real.cosh t₀ * (t - t₀) * hst
  have m : Real.cosh t₀ ^ 2 * t < Real.cosh t ^ 2 * t₀ := by
    linarith [mul_pos ht₀ key2]
  linarith [mul_pos hw (sub_pos.mpr m)]

end

end PlasmonEmissionPath
```

Setting the derivative of \(\cosh^2t/t\) to zero gives \(2t\sinh t=\cosh t\). The difference of the two sides is \(-1\) at \(t=0\) and nonnegative at \(t=1\), so the intermediate value theorem supplies a root \(t_0>0\).

Apply the tangent inequality at \(a=2t_0\), \(x=2t\), with \(\cosh2t=2\cosh^2t-1\):
\[
\cosh^2t>\cosh^2t_0+2\sinh t_0\cosh t_0\,(t-t_0).
\]
Multiplying by \(t_0\) and using the stationarity condition gives \(t_0\cosh^2t>t\cosh^2t_0\). Division by \(t\,t_0\) shows that \(t_0\) beats every other \(t>0\). Since `t₀` is chosen before `w`, the ratio \(k/\sqrt{2w}\) at the minimum is the same for all plasmon energies.

The minimum is taken over all \(k>\sqrt{2w}\), without Pauli blocking. With a Fermi sea, this momentum permits emission only if \(k_F^2\le2w\sinh^2t_0\). For \(k_F>0\), emission sets in at \(k^2=k_F^2+2w\), where the formula is still finite.

In code for this model, one test of the Pauli condition per \(k\) is enough, because the plasmon energy is fixed and every transfer leaves the same final magnitude \(s\). At large \(k\) the lower limit is better computed as \(2w/(k+s)\), which equals \(k-s\) and avoids cancellation.

The model could also include a cutoff \(q_c\), beyond which the plasmon is no longer a sharp excitation. The upper limit would become \(\min(k+s,q_c)\), and there would be no emission for \(q_c<k-s\). The minimum would stay in place if \(q_c\ge\sqrt{2w}\,e^{t_0}\), the value of \(k+s\) there, since a cutoff can only lengthen the path.

```lean
#print axioms PlasmonEmissionPath.emission_possible_iff
-- 'PlasmonEmissionPath.emission_possible_iff' depends on axioms: [propext, Classical.choice, Quot.sound]
#print axioms PlasmonEmissionPath.norm_image_allowedTransfers
-- 'PlasmonEmissionPath.norm_image_allowedTransfers' depends on axioms: [propext, Classical.choice, Quot.sound]
#print axioms PlasmonEmissionPath.pathLength_diverges
-- 'PlasmonEmissionPath.pathLength_diverges' depends on axioms: [propext, Classical.choice, Quot.sound]
#print axioms PlasmonEmissionPath.pathLength_unique_minimum
-- 'PlasmonEmissionPath.pathLength_unique_minimum' depends on axioms: [propext, Classical.choice, Quot.sound]
```
